# The Fermi contact field of a shrinking, uniformly magnetized sphere

## Vectors, potentials and the ball average

A ball of radius $R$ centred at the origin carries a uniform magnetization $M$; it stands for a nucleus with a magnetic moment. Units are SI, with $\mu_0$ the vacuum permeability. Positions and moments have type `Fin 3 → ℝ`, with components numbered 0, 1, 2.

```lean
import Mathlib

open Matrix Filter Topology Set
open scoped Real

namespace FermiContactSphere

noncomputable section
```

The distance $|r|=\sqrt{r\cdot r}$ is defined explicitly, because Mathlib's built-in norm on this type is the largest absolute component.

```lean
/-- The Euclidean distance of the point `r` from the origin. -/
def radius (r : Fin 3 → ℝ) : ℝ := √(r ⬝ᵥ r)
```

The total moment is volume times magnetization, $V M$ with $V=4\pi R^3/3$.

```lean
/-- The magnetic moment of a ball of radius `R` with uniform magnetization `M`. -/
def moment (R : ℝ) (M : Fin 3 → ℝ) : Fin 3 → ℝ := (4 * π * R ^ 3 / 3) • M
```

The potentials are $A_{\rm in}=\frac{\mu_0}{3}M\times r$ inside the ball and $A_{\rm out}=\frac{\mu_0}{4\pi}\,m\times r/|r|^3$ for a point dipole $m$. Both are taken as definitions, not derived from Maxwell's equations.

```lean
/-- The vector potential inside a uniformly magnetized ball. -/
def innerPotential (μ0 : ℝ) (M r : Fin 3 → ℝ) : Fin 3 → ℝ := (μ0 / 3) • (M ⨯₃ r)

/-- The vector potential of a point dipole `m` at the origin, for `r ≠ 0`. -/
def outerPotential (μ0 : ℝ) (m r : Fin 3 → ℝ) : Fin 3 → ℝ :=
  (μ0 / (4 * π * radius r ^ 3)) • (m ⨯₃ r)
```

The curl is assembled from the Fréchet derivative `fderiv`, applied to the unit vectors `Pi.single i 1`.

```lean
/-- The curl of a vector field `A` at a point `x` where `A` is differentiable. -/
def curl (A : (Fin 3 → ℝ) → (Fin 3 → ℝ)) (x : Fin 3 → ℝ) : Fin 3 → ℝ :=
  ![fderiv ℝ A x (Pi.single 1 1) 2 - fderiv ℝ A x (Pi.single 2 1) 1,
    fderiv ℝ A x (Pi.single 2 1) 0 - fderiv ℝ A x (Pi.single 0 1) 2,
    fderiv ℝ A x (Pi.single 0 1) 1 - fderiv ℝ A x (Pi.single 1 1) 0]
```

A function $\rho$ of the distance stands for the electron's spin density around the nucleus. Its average over the ball is $\bar\rho(R)=V^{-1}\int_0^R\rho(r)\,4\pi r^2\,dr$.

```lean
/-- The average of a radial density `ρ` over a ball of radius `R > 0`. -/
def ballAverage (ρ : ℝ → ℝ) (R : ℝ) : ℝ :=
  (∫ r in (0 : ℝ)..R, ρ r * (4 * π * r ^ 2)) / (4 * π * R ^ 3 / 3)
```

The contact integral weights the inner field with $\rho$ and sums over shells. The field is sampled at the points $r\,n$ of a ray; since it will turn out to be uniform, `n` may be any vector.

```lean
/-- The magnetic field inside the ball, taken at the points `r n` of a ray, weighted with the
density `ρ` and integrated over the spherical shells from `0` to `R`. -/
def contactIntegral (μ0 : ℝ) (M : Fin 3 → ℝ) (ρ : ℝ → ℝ) (n : Fin 3 → ℝ) (R : ℝ) :
    Fin 3 → ℝ :=
  ∫ r in (0 : ℝ)..R, (ρ r * (4 * π * r ^ 2)) • curl (innerPotential μ0 M) (r • n)
```

## The point lies on the surface: `radius r = R`

This is where the ball's interior meets the outside world. With $m=VM$ and $|r|=R$,
$$A_{\rm out}=\frac{\mu_0}{4\pi R^3}\,\frac{4\pi R^3}{3}\,M\times r=\frac{\mu_0}{3}M\times r=A_{\rm in}.$$
The proof inserts the hypothesis with `rw [hr]`, and `field_simp` cancels the volume factor.

```lean
/-- On the surface of a magnetized ball of radius `R > 0` the inner potential equals the
potential of a point dipole that carries the total moment of the ball. -/
theorem potentials_match (μ0 : ℝ) (M r : Fin 3 → ℝ) {R : ℝ} (hR : 0 < R)
    (hr : radius r = R) :
    innerPotential μ0 M r = outerPotential μ0 (moment R M) r := by
  have hR' : R ≠ 0 := hR.ne'
  have hπ : π ≠ 0 := Real.pi_ne_zero
  unfold innerPotential outerPotential moment
  rw [hr]
  simp only [map_smul, LinearMap.smul_apply, smul_smul]
  congr 1
  field_simp
```

Off the surface the two expressions differ by a factor $(R/|r|)^3$. At $|r|=R/2$ the dipole formula is eight times the inner one, unless both vanish.

## The potentials agree everywhere on the surface, and `μ0 ≠ 0`

Under these two conditions the outside potential identifies the moment. At $r=R e_1$, component 2 of the matching condition reads
$$\frac{\mu_0}{3}M_0R=\frac{\mu_0}{4\pi R^3}m_0R,\qquad\text{so}\qquad m_0=\frac{4\pi R^3}{3}M_0.$$
The point $Re_2$ with component 0 gives $m_1$, and $Re_0$ with component 1 gives $m_2$. In the proof these equations are `e0`, `e1` and `e2`, and `key` solves each of them by dividing by $\mu_0$.

```lean
/-- For `μ0 ≠ 0` and `R > 0`, a point dipole whose potential agrees with the inner potential
on the whole surface must carry the total moment of the ball. -/
theorem moment_of_potentials_match {μ0 R : ℝ} (hμ : μ0 ≠ 0) (hR : 0 < R)
    (M m : Fin 3 → ℝ)
    (h : ∀ r, radius r = R → innerPotential μ0 M r = outerPotential μ0 m r) :
    m = moment R M := by
  have hR' : R ≠ 0 := hR.ne'
  have hπ : π ≠ 0 := Real.pi_ne_zero
  have hs : ∀ i : Fin 3, radius (Pi.single i R) = R := by
    intro i
    unfold radius
    rw [dotProduct_single, Pi.single_eq_same, Real.sqrt_mul_self hR.le]
  have key : ∀ a b : ℝ, μ0 / 3 * (a * R) = μ0 / (4 * π * R ^ 3) * (b * R) →
      b = 4 * π * R ^ 3 / 3 * a := by
    intro a b hab
    calc b = (μ0 / (4 * π * R ^ 3) * (b * R)) * (4 * π * R ^ 3 / (μ0 * R)) := by field_simp
      _ = (μ0 / 3 * (a * R)) * (4 * π * R ^ 3 / (μ0 * R)) := by rw [hab]
      _ = 4 * π * R ^ 3 / 3 * a := by field_simp
  -- one point on each coordinate axis fixes one component of the moment
  have e0 : μ0 / 3 * (M 0 * R) = μ0 / (4 * π * R ^ 3) * (m 0 * R) := by
    have := congrFun (h _ (hs 1)) 2
    simpa [innerPotential, outerPotential, hs, cross_apply] using this
  have e1 : μ0 / 3 * (M 1 * R) = μ0 / (4 * π * R ^ 3) * (m 1 * R) := by
    have := congrFun (h _ (hs 2)) 0
    simpa [innerPotential, outerPotential, hs, cross_apply] using this
  have e2 : μ0 / 3 * (M 2 * R) = μ0 / (4 * π * R ^ 3) * (m 2 * R) := by
    have := congrFun (h _ (hs 0)) 1
    simpa [innerPotential, outerPotential, hs, cross_apply] using this
  funext i
  fin_cases i
  · exact key _ _ e0
  · exact key _ _ e1
  · exact key _ _ e2
```

If $\mu_0=0$, both potentials vanish and every $m$ matches. If they agree only at one point $r_0$, a multiple of $r_0$ can be added to $m$ unnoticed, since $r_0\times r_0=0$.

## The magnetization is uniform

This assumption is built into `innerPotential`. By hand,
$$(\nabla\times A_{\rm in})_0=\partial_1A_2-\partial_2A_1=\frac{\mu_0}{3}(M_0+M_0)=\frac{2\mu_0}{3}M_0,$$
and the other components follow cyclically, so the field is $\frac{2\mu_0}{3}M$ at every point. The proof packages the potential as a continuous linear map `L`, which is its own derivative, and then computes the three components. Differentiability is proved along the way.

```lean
/-- The inner potential is differentiable everywhere, and its curl is the uniform field
`2 μ0 M / 3`. -/
theorem curl_innerPotential (μ0 : ℝ) (M x : Fin 3 → ℝ) :
    DifferentiableAt ℝ (innerPotential μ0 M) x ∧
      curl (innerPotential μ0 M) x = (2 * μ0 / 3) • M := by
  -- the potential is linear in the position, so it is its own derivative
  obtain ⟨L, hL⟩ : ∃ L : (Fin 3 → ℝ) →L[ℝ] (Fin 3 → ℝ), ∀ v, L v = innerPotential μ0 M v :=
    ⟨LinearMap.toContinuousLinearMap ((μ0 / 3) • crossProduct M), fun _ => rfl⟩
  have hF : innerPotential μ0 M = L := funext fun v => (hL v).symm
  have h : HasFDerivAt (innerPotential μ0 M) L x := by
    rw [hF]
    exact L.hasFDerivAt
  refine ⟨h.differentiableAt, ?_⟩
  simp only [curl, h.fderiv, hL]
  ext i
  fin_cases i <;> simp [innerPotential, cross_apply] <;> ring
```

Without uniformity the field can look quite different. Removing a concentric smaller ball from the magnetized one leaves a cavity with field $\frac{2\mu_0}{3}M-\frac{2\mu_0}{3}M=0$.

## The radius is positive

A nucleus of finite size has a volume to average over. The constant field leaves the integral, and the volume is then divided out and restored:
$$\int_0^R\rho\,4\pi r^2\,\frac{2\mu_0}{3}M\,dr=\frac{2\mu_0}{3}\,\bar\rho(R)\,VM.$$
The proof does the first step with `integral_smul_const` and the second with `field_simp`, which needs $R\neq0$.

```lean
/-- For a ball of radius `R > 0` the contact integral is `2 μ0 / 3` times the average density
in the ball times the magnetic moment. -/
theorem contactIntegral_eq (μ0 : ℝ) (M : Fin 3 → ℝ) (ρ : ℝ → ℝ) (n : Fin 3 → ℝ) {R : ℝ}
    (hR : 0 < R) :
    contactIntegral μ0 M ρ n R = (2 * μ0 / 3 * ballAverage ρ R) • moment R M := by
  have hR' : R ≠ 0 := hR.ne'
  have hπ : π ≠ 0 := Real.pi_ne_zero
  unfold contactIntegral
  simp_rw [(curl_innerPotential μ0 M _).2]
  rw [intervalIntegral.integral_smul_const]
  unfold ballAverage moment
  generalize (∫ r in (0 : ℝ)..R, ρ r * (4 * π * r ^ 2)) = I
  rw [smul_smul, smul_smul]
  congr 1
  field_simp
```

At $R=0$ the average is $0/0$, which Lean evaluates as 0. For $\rho=1$ it would then miss $\rho(0)$, and the error bound below would fail with $\varepsilon=0$.

## The density is continuous

Physically, the spin density has no jump at the nucleus. If $|\rho(r)-\rho(0)|\le\varepsilon$ on $[0,R]$, then multiplying by $4\pi r^2$ and integrating gives
$$(\rho(0)-\varepsilon)V\le\int_0^R\rho\,4\pi r^2\,dr\le(\rho(0)+\varepsilon)V,$$
and division by $V$ yields $|\bar\rho(R)-\rho(0)|\le\varepsilon$. Here the proof uses continuity for integrability; `lo` and `up` are the two inequalities.

```lean
/-- If a continuous density differs from its value at the origin by at most `ε` throughout a
ball of radius `R > 0`, then so does its average over the ball. -/
theorem ballAverage_error {ρ : ℝ → ℝ} (hρ : Continuous ρ) {R ε : ℝ} (hR : 0 < R)
    (h : ∀ r ∈ Icc 0 R, |ρ r - ρ 0| ≤ ε) : |ballAverage ρ R - ρ 0| ≤ ε := by
  have hV : 0 < 4 * π * R ^ 3 / 3 := by positivity
  have hc : ∀ c : ℝ, ∫ r in (0 : ℝ)..R, c * (4 * π * r ^ 2) = c * (4 * π * R ^ 3 / 3) := by
    intro c
    rw [intervalIntegral.integral_const_mul, intervalIntegral.integral_const_mul, integral_pow]
    push_cast
    ring
  have hi : ∀ f : ℝ → ℝ, Continuous f →
      IntervalIntegrable (fun r => f r * (4 * π * r ^ 2)) MeasureTheory.volume 0 R :=
    fun f hf => Continuous.intervalIntegrable (by fun_prop) _ _
  -- compare with the constant densities ρ(0) - ε and ρ(0) + ε
  have lo := intervalIntegral.integral_mono_on hR.le
    (hi (fun _ => ρ 0 - ε) continuous_const) (hi ρ hρ) (fun r hr =>
      mul_le_mul_of_nonneg_right (by linarith [(abs_le.1 (h r hr)).1]) (by positivity))
  have up := intervalIntegral.integral_mono_on hR.le (hi ρ hρ)
    (hi (fun _ => ρ 0 + ε) continuous_const) (fun r hr =>
      mul_le_mul_of_nonneg_right (by linarith [(abs_le.1 (h r hr)).2]) (by positivity))
  rw [hc] at lo up
  have lo' : ρ 0 - ε ≤ ballAverage ρ R := (le_div_iff₀ hV).2 lo
  have up' : ballAverage ρ R ≤ ρ 0 + ε := (div_le_iff₀ hV).2 up
  exact abs_le.2 ⟨by linarith, by linarith⟩
```

Continuity at the origin also supplies, for each $\varepsilon>0$, a $\delta>0$ such that the bound holds with $\varepsilon/2$ whenever $0<R<\delta$. Hence $\bar\rho(R)\to\rho(0)$, which is `avg` in the next proof.

Without continuity the limit can be wrong. Take $\rho(0)=1$ and $\rho(r)=0$ elsewhere: every contact integral is zero, while $\frac{2\mu_0}{3}\rho(0)m$ is not, for nonzero $\mu_0$ and $m$.

## The moment stays fixed while the ball shrinks

The nucleus keeps its measured moment as its radius is idealised to zero, so the magnetization must grow as $R^{-3}$. In Lean, `M` is a function of the radius and `hM` demands $V\,M(R)=m$ for every $R>0$. Then
$$\frac{2\mu_0}{3}\,\bar\rho(R)\,V M(R)=\frac{2\mu_0}{3}\,\bar\rho(R)\,m\;\longrightarrow\;\frac{2\mu_0}{3}\,\rho(0)\,m .$$
The filter `𝓝[>] 0` lets $R$ approach zero from above. The last line of the proof rewrites with the product formula and `hM`.

```lean
/-- **Fermi contact limit.** If a magnetized ball shrinks to a point while its moment `m` stays
fixed, its inner field weighted with a continuous radial density `ρ` integrates to
`(2 μ0 / 3) ρ(0) m` in the limit. -/
theorem fermi_contact_limit (μ0 : ℝ) (m n : Fin 3 → ℝ) (M : ℝ → Fin 3 → ℝ)
    (hM : ∀ R, 0 < R → moment R (M R) = m) {ρ : ℝ → ℝ} (hρ : Continuous ρ) :
    Tendsto (fun R => contactIntegral μ0 (M R) ρ n R) (𝓝[>] 0)
      (𝓝 ((2 * μ0 / 3 * ρ 0) • m)) := by
  -- the average density in a small ball approaches the density at the origin
  have avg : Tendsto (ballAverage ρ) (𝓝[>] 0) (𝓝 (ρ 0)) := by
    rw [Metric.tendsto_nhds]
    intro ε hε
    have hc : ContinuousAt ρ 0 := hρ.continuousAt
    obtain ⟨δ, hδ, h⟩ := Metric.continuousAt_iff.1 hc (ε / 2) (half_pos hε)
    filter_upwards [Ioo_mem_nhdsGT hδ] with R hR
    have hb : |ballAverage ρ R - ρ 0| ≤ ε / 2 := by
      refine ballAverage_error hρ hR.1 (fun r hr => ?_)
      have hd : dist r 0 < δ := by
        rw [Real.dist_eq, sub_zero, abs_of_nonneg hr.1]
        exact lt_of_le_of_lt hr.2 hR.2
      have := h hd
      rw [Real.dist_eq] at this
      exact this.le
    rw [Real.dist_eq]
    linarith
  refine ((avg.const_mul (2 * μ0 / 3)).smul_const m).congr' ?_
  filter_upwards [self_mem_nhdsWithin] with R hR
  rw [contactIntegral_eq _ _ _ _ hR, hM R hR]
```

With a fixed magnetization instead, the moment $VM$ tends to zero and so does the contact integral, whatever nonzero $m$ was intended. A family that does satisfy the condition is $M(R)=3m/(4\pi R^3)$:

```lean
/-- The magnetization `3 m / (4 π R³)` gives a ball of any radius `R > 0` the moment `m`. -/
theorem fixed_moment_witness (m : Fin 3 → ℝ) {R : ℝ} (hR : 0 < R) :
    moment R ((3 / (4 * π * R ^ 3)) • m) = m := by
  have hπ : π ≠ 0 := Real.pi_ne_zero
  have h1 : 4 * π * R ^ 3 / 3 * (3 / (4 * π * R ^ 3)) = 1 := by
    have hR' : R ≠ 0 := hR.ne'
    field_simp
  rw [moment, smul_smul, h1, one_smul]
```

This limit is the classical, spherically symmetric core of the contact term that ties isotropic hyperfine couplings in EPR to the spin density at the nucleus. It contains no spin operators or interaction energy, and the field outside the ball is not integrated.

## A density with a linear cusp

For a ball of finite radius, the average shows how far the contact integral is from its limit. Let $\rho(r)=\rho_0(1-\kappa r)$, where $\rho_0$ is the density at the nucleus and $\kappa$ its relative rate of decrease there, so that the relative slope is $-\kappa$. This models the electron–nucleus cusp of a point charge; a nuclear charge spread smoothly over the ball would round the cusp off. Then
$$\bar\rho(R)=\frac{\rho_0\left(\frac{4\pi R^3}{3}-\kappa\pi R^4\right)}{4\pi R^3/3}=\rho_0\left(1-\tfrac34\kappa R\right).$$
The proof splits the integrand into its $r^2$ and $r^3$ terms and applies `integral_pow` to each.

```lean
/-- A density `ρ0 (1 - κ r)` with a linear cusp at the origin has the average
`ρ0 (1 - 3 κ R / 4)` over a ball of radius `R > 0`. -/
theorem ballAverage_cusp (ρ0 κ : ℝ) {R : ℝ} (hR : 0 < R) :
    ballAverage (fun r => ρ0 * (1 - κ * r)) R = ρ0 * (1 - 3 * κ * R / 4) := by
  have hV : 4 * π * R ^ 3 / 3 ≠ 0 := by positivity
  have e : (fun r : ℝ => ρ0 * (1 - κ * r) * (4 * π * r ^ 2)) =
      fun r => (4 * π * ρ0) * r ^ 2 - (4 * π * ρ0 * κ) * r ^ 3 := by
    funext r
    ring
  unfold ballAverage
  rw [div_eq_iff hV, e, intervalIntegral.integral_sub
    (Continuous.intervalIntegrable (by fun_prop) _ _)
    (Continuous.intervalIntegrable (by fun_prop) _ _),
    intervalIntegral.integral_const_mul, intervalIntegral.integral_const_mul,
    integral_pow, integral_pow]
  push_cast
  ring

end

end FermiContactSphere
```

```lean
#print axioms FermiContactSphere.potentials_match
-- 'FermiContactSphere.potentials_match' depends on axioms: [propext, Classical.choice, Quot.sound]
#print axioms FermiContactSphere.moment_of_potentials_match
-- 'FermiContactSphere.moment_of_potentials_match' depends on axioms: [propext, Classical.choice, Quot.sound]
#print axioms FermiContactSphere.fermi_contact_limit
-- 'FermiContactSphere.fermi_contact_limit' depends on axioms: [propext, Classical.choice, Quot.sound]
#print axioms FermiContactSphere.ballAverage_cusp
-- 'FermiContactSphere.ballAverage_cusp' depends on axioms: [propext, Classical.choice, Quot.sound]
```
